# For tunnelling charges |a| ≠ |b| on two counterpropagating edge modes, the scaling dimension has the minimum |a² − b²|/2 at a single boost

The edge of a quantum Hall liquid at filling 2/3 can be modelled as two modes running in opposite directions, one like the edge at filling 1 and one like the edge at filling 1/3. Impurities let electrons tunnel between them. If the modes don't interact, the tunnelling operator has scaling dimension 2. That is above 3/2, so weak disorder should be irrelevant. Yet I read that a density-density interaction can reverse this verdict. Such an interaction moves no electron from one mode to the other, so how does it change the exponent? And how far down can it go: could a strong enough interaction bring the dimension close to zero?

## Interactions mix the charges but conserve the difference of their squares

The interaction changes which modes propagate freely, and the tunnelling operator has different charges on the new modes. For filling 2/3 the dimension can fall from 2 to 1, but no lower.

Let $p,q$ be the normalised densities of the two modes, with energy density $v_1p^2+v_2q^2+2upq$. Because the modes counterpropagate, the allowed changes of basis are boosts,
$$p=P\cosh x+Q\sinh x,\qquad q=P\sinh x+Q\cosh x .$$
After substitution the coefficient of $PQ$ is $(v_1+v_2)\sinh2x+2u\cosh2x$, and the new modes decouple when it vanishes.

A tunnelling operator has charges $a,b$, the coefficients of the two normalised boson fields in its exponent. On the new modes they become
$$R=a\cosh x+b\sinh x,\qquad L=a\sinh x+b\cosh x .$$
The scaling dimension is half the sum of their squares:
$$\Delta=\tfrac12(R^2+L^2)=\tfrac12\big[(a^2+b^2)\cosh2x+2ab\sinh2x\big].$$

To express this through the couplings, put $V=v_1+v_2>0$. A positive definite energy has $2|u|<V$, so a decoupling boost exists. It satisfies $\tanh2x=-2u/V$, hence $\cosh2x=V/\sqrt{V^2-4u^2}$ and $\sinh2x=-2u/\sqrt{V^2-4u^2}$, so
$$\Delta=\frac{(a^2+b^2)V-4abu}{2\sqrt{V^2-4u^2}} .$$

To find the minimum, write $\Delta$ in exponentials:
$$\Delta=\tfrac14\big[(a+b)^2e^{2x}+(a-b)^2e^{-2x}\big].$$
If $|a|\ne|b|$, both weights are positive. With $e^{2x_0}=|a-b|/|a+b|$ the two terms balance at $x_0$, and
$$\Delta=\frac{|a^2-b^2|}{2}\cosh\big(2(x-x_0)\big).$$
Since $\cosh y\ge1$, with equality only at $y=0$, the minimum is $|a^2-b^2|/2$, attained only at $x_0$.

The floor comes from a conservation law: $R^2-L^2=a^2-b^2$ for every $x$. Therefore $\tfrac12(R^2+L^2)\ge\tfrac12|a^2-b^2|$, with equality exactly when $R$ or $L$ vanishes. At the best interaction the operator acts on one mode only.

The condition $|a|\ne|b|$ matters for attainment. For $a=b=1$ one gets $\Delta=e^{2x}$, which comes as close to zero as you like but has no minimum.

## Filling 2/3: from dimension 2 down to 1

Here $a=1$ and $b=-\sqrt3$. Then $|a^2-b^2|/2=1$ and
$$\frac{|a-b|}{|a+b|}=\frac{\sqrt3+1}{\sqrt3-1}=2+\sqrt3,\qquad \Delta=\cosh\big(2x-\log(2+\sqrt3)\big).$$
At $x=0$ the first formula gives $\Delta=(1+3)/2=2$. The sign of $b$ is a convention: reversing the second density flips $b$ and $u$ together. With the sign chosen here, $q$ is proportional to minus the charge density of the second mode, because tunnelling conserves the total charge. Negative $u$ is therefore a repulsion between the charges. At fixed $V$ it lowers $\Delta$ from 2 to 1 at $u=-\sqrt3\,V/4$; a stronger repulsion raises $\Delta$ again. Not every edge gets that far: a positive definite energy requires $u^2<v_1v_2$, which at this $u$ means $1/3<v_1/v_2<3$. For other velocity ratios $\Delta$ stays above 1.

The threshold 3/2 stands for weak, short-range-correlated disorder along the edge, whose strength $W$ scales as $dW/d\ell=(3-2\Delta)W$. It grows when $\Delta<3/2$. Since $y=(3+\sqrt5)/2$ has inverse $(3-\sqrt5)/2$, we have $\cosh(\log y)=3/2$, so disorder is relevant exactly when
$$\big|2x-\log(2+\sqrt3)\big|<\log\frac{3+\sqrt5}{2}.$$
Within this clean two-mode model with a quadratic energy, the interaction thus decides whether weak disorder is a relevant perturbation.

## The same quantities in Lean

`edgeEnergy` is the quadratic energy, and `Decouples v₁ v₂ u x` says that after the boost it equals $w_1P^2+w_2Q^2$ for some real $w_1,w_2$ and all $P,Q$. `chargeR` and `chargeL` are $R$ and $L$, `tunnelDim` is $\Delta$, and `optimalBoost` is $x_0$.

`tunnelDim_minimum` states the bound and the unique position for real $a,b$ with `|a| ≠ |b|`. The minimum is taken over all real $x$, and `boost_realised` shows that each $x$ belongs to some edge with positive definite energy. In `twoThirds_relevance`, `IsLeast` says that 1 is both a value of the dimension and a lower bound for it.

The model enters through definitions. The formula for the scaling dimension is taken as given, not derived from correlation functions of quantum fields, and 3/2 appears as a number without the disorder scaling behind it.

```lean
import Mathlib

open Real

namespace HallEdgeTunnelling

noncomputable section

/-- Energy density of two edge modes with densities `p`, `q`, velocity parameters `v₁`, `v₂`
and mutual interaction `u`. -/
def edgeEnergy (v₁ v₂ u p q : ℝ) : ℝ := v₁ * p ^ 2 + v₂ * q ^ 2 + 2 * u * p * q

/-- The boost `x` decouples the edge: in the boosted densities `P`, `Q` the energy has no
cross term. -/
def Decouples (v₁ v₂ u x : ℝ) : Prop :=
  ∃ w₁ w₂ : ℝ, ∀ P Q : ℝ,
    edgeEnergy v₁ v₂ u (cosh x * P + sinh x * Q) (sinh x * P + cosh x * Q)
      = w₁ * P ^ 2 + w₂ * Q ^ 2

/-- Charge of the tunnelling operator `(a, b)` on the first boosted mode. -/
def chargeR (a b x : ℝ) : ℝ := a * cosh x + b * sinh x

/-- Charge of the tunnelling operator `(a, b)` on the second, counterpropagating boosted mode. -/
def chargeL (a b x : ℝ) : ℝ := a * sinh x + b * cosh x

/-- Scaling dimension of the tunnelling operator: half the sum of its squared charges on the
boosted modes. -/
def tunnelDim (a b x : ℝ) : ℝ := (chargeR a b x ^ 2 + chargeL a b x ^ 2) / 2

/-- The boost `log (|a - b| / |a + b|) / 2`, meant for `|a| ≠ |b|`. -/
def optimalBoost (a b : ℝ) : ℝ := log (|a - b| / |a + b|) / 2

/-- A boost decouples the edge exactly when
`(v₁ + v₂) sinh 2x + 2u cosh 2x = 0`. -/
theorem decouples_iff (v₁ v₂ u x : ℝ) :
    Decouples v₁ v₂ u x ↔ (v₁ + v₂) * sinh (2 * x) + 2 * u * cosh (2 * x) = 0 := by
  rw [Real.sinh_two_mul, Real.cosh_two_mul]
  constructor
  · rintro ⟨w₁, w₂, h⟩
    -- comparing `Q = 1` with `Q = -1` isolates the cross term
    have h1 := h 1 1
    have h2 := h 1 (-1)
    unfold edgeEnergy at h1 h2
    linear_combination (h1 - h2) / 2
  · intro h
    refine ⟨edgeEnergy v₁ v₂ u (cosh x) (sinh x), edgeEnergy v₁ v₂ u (sinh x) (cosh x), ?_⟩
    intro P Q
    unfold edgeEnergy
    linear_combination P * Q * h

/-- Every boost `x` decouples some edge with positive definite energy: the one with both
velocities `cosh 2x` and interaction `-sinh 2x`. -/
theorem boost_realised (x : ℝ) :
    0 < cosh (2 * x) ∧ (-sinh (2 * x)) ^ 2 < cosh (2 * x) * cosh (2 * x) ∧
      Decouples (cosh (2 * x)) (cosh (2 * x)) (-sinh (2 * x)) x := by
  refine ⟨Real.cosh_pos _, ?_, (decouples_iff _ _ _ _).2 (by ring)⟩
  nlinarith [Real.cosh_sq_sub_sinh_sq (2 * x)]

/-- The scaling dimension as a function of the boost. -/
theorem tunnelDim_eq (a b x : ℝ) :
    tunnelDim a b x = ((a ^ 2 + b ^ 2) * cosh (2 * x) + 2 * a * b * sinh (2 * x)) / 2 := by
  rw [Real.sinh_two_mul, Real.cosh_two_mul]
  unfold tunnelDim chargeR chargeL
  ring

/-- The scaling dimension in terms of velocities and interaction, for a boost that decouples
an edge with `v₁ + v₂ > 0`. -/
theorem tunnelDim_of_couplings (a b : ℝ) {v₁ v₂ u x : ℝ} (hv : 0 < v₁ + v₂)
    (h : Decouples v₁ v₂ u x) :
    tunnelDim a b x = ((a ^ 2 + b ^ 2) * (v₁ + v₂) - 4 * a * b * u)
      / (2 * √((v₁ + v₂) ^ 2 - 4 * u ^ 2)) := by
  rw [decouples_iff] at h
  rw [tunnelDim_eq]
  have hC := Real.cosh_pos (2 * x)
  have hCS := Real.cosh_sq_sub_sinh_sq (2 * x)
  generalize cosh (2 * x) = C at *
  generalize sinh (2 * x) = S at *
  generalize v₁ + v₂ = V at *
  -- the square root equals `V / C`
  have hsq : V ^ 2 - 4 * u ^ 2 = (V / C) ^ 2 := by
    rw [div_pow, eq_div_iff (by positivity)]
    linear_combination V ^ 2 * hCS + (V * S - 2 * u * C) * h
  rw [hsq, Real.sqrt_sq (by positivity), eq_div_iff (by positivity)]
  have hVC : V / C * C = V := div_mul_cancel₀ V hC.ne'
  have hS : V / C * S = -2 * u := by
    rw [div_mul_eq_mul_div, div_eq_iff hC.ne']
    linear_combination h
  linear_combination (a ^ 2 + b ^ 2) * hVC + 2 * a * b * hS

/-- For `|a| ≠ |b|` the scaling dimension is a hyperbolic cosine centred at the optimal
boost, with prefactor `|a² - b²| / 2`. -/
theorem tunnelDim_eq_cosh {a b : ℝ} (hab : |a| ≠ |b|) (x : ℝ) :
    tunnelDim a b x = |a ^ 2 - b ^ 2| / 2 * cosh (2 * (x - optimalBoost a b)) := by
  have hp : 0 < |a + b| := abs_pos.2 fun h => hab (by
    rw [show a = -b by linarith, abs_neg])
  have hq : 0 < |a - b| := abs_pos.2 fun h => hab (by
    rw [show a = b by linarith])
  have hp2 : |a + b| ^ 2 = (a + b) ^ 2 := sq_abs _
  have hq2 : |a - b| ^ 2 = (a - b) ^ 2 := sq_abs _
  have hpq : |a ^ 2 - b ^ 2| = |a + b| * |a - b| := by
    rw [← abs_mul]
    congr 1
    ring
  have hexp : exp (2 * optimalBoost a b) = |a - b| / |a + b| := by
    unfold optimalBoost
    rw [mul_div_cancel₀ _ (two_ne_zero), Real.exp_log (div_pos hq hp)]
  rw [tunnelDim_eq, hpq, Real.cosh_eq (2 * x), Real.sinh_eq (2 * x),
    Real.cosh_eq (2 * (x - optimalBoost a b)),
    show -(2 * (x - optimalBoost a b)) = -(2 * x) + 2 * optimalBoost a b by ring,
    mul_sub, Real.exp_sub, Real.exp_add, hexp]
  generalize |a + b| = p at *
  generalize |a - b| = q at *
  -- the two exponentials carry the weights `(a + b)²` and `(a - b)²`
  have h1 : p * q * (exp (2 * x) / (q / p)) = p ^ 2 * exp (2 * x) := by
    field_simp
  have h2 : p * q * (exp (-(2 * x)) * (q / p)) = q ^ 2 * exp (-(2 * x)) := by
    field_simp
  rw [hp2] at h1
  rw [hq2] at h2
  linear_combination -(1 / 4) * h1 - (1 / 4) * h2

/-- For `|a| ≠ |b|` the scaling dimension is at least `|a² - b²| / 2`, and it takes this value
at the optimal boost and nowhere else. -/
theorem tunnelDim_minimum {a b : ℝ} (hab : |a| ≠ |b|) :
    (∀ x, |a ^ 2 - b ^ 2| / 2 ≤ tunnelDim a b x) ∧
      ∀ x, tunnelDim a b x = |a ^ 2 - b ^ 2| / 2 ↔ x = optimalBoost a b := by
  have hK : 0 < |a ^ 2 - b ^ 2| :=
    abs_pos.2 (sub_ne_zero.2 fun h => hab ((sq_eq_sq_iff_abs_eq_abs a b).1 h))
  refine ⟨fun x => ?_, fun x => ⟨fun h => ?_, fun h => ?_⟩⟩
  · rw [tunnelDim_eq_cosh hab]
    nlinarith [Real.one_le_cosh (2 * (x - optimalBoost a b))]
  · rw [tunnelDim_eq_cosh hab] at h
    by_contra hx
    have hne : 2 * (x - optimalBoost a b) ≠ 0 :=
      mul_ne_zero two_ne_zero (sub_ne_zero.2 hx)
    nlinarith [Real.one_lt_cosh.2 hne]
  · rw [tunnelDim_eq_cosh hab, h, sub_self, mul_zero, Real.cosh_zero, mul_one]

/-- The scaling dimension equals `|a² - b²| / 2` exactly when the tunnelling operator
carries no charge on one of the two boosted modes. -/
theorem tunnelDim_eq_iff_charge_zero (a b x : ℝ) :
    tunnelDim a b x = |a ^ 2 - b ^ 2| / 2 ↔ chargeR a b x = 0 ∨ chargeL a b x = 0 := by
  -- the difference of squared charges does not depend on the boost
  have hspin : a ^ 2 - b ^ 2 = chargeR a b x ^ 2 - chargeL a b x ^ 2 := by
    unfold chargeR chargeL
    linear_combination -(a ^ 2 - b ^ 2) * Real.cosh_sq_sub_sinh_sq x
  rw [hspin]
  unfold tunnelDim
  generalize chargeR a b x = r
  generalize chargeL a b x = l
  constructor
  · intro h
    rcases abs_cases (r ^ 2 - l ^ 2) with ⟨h1, _⟩ | ⟨h1, _⟩
    · exact Or.inr (pow_eq_zero_iff two_ne_zero |>.1 (by linarith))
    · exact Or.inl (pow_eq_zero_iff two_ne_zero |>.1 (by linarith))
  · rintro (h | h)
    · rw [h, show (0 : ℝ) ^ 2 - l ^ 2 = -(l ^ 2) by ring, abs_neg, abs_of_nonneg (sq_nonneg l)]
      ring
    · rw [h, show r ^ 2 - (0 : ℝ) ^ 2 = r ^ 2 by ring, abs_of_nonneg (sq_nonneg r)]
      ring


/-- For the charges `1` and `-√3` the scaling dimension is `cosh (2x - log (2 + √3))`. -/
theorem twoThirds_dim (x : ℝ) :
    tunnelDim 1 (-√3) x = cosh (2 * x - log (2 + √3)) := by
  have h3 : √3 ^ 2 = 3 := Real.sq_sqrt (by norm_num)
  have hs : 1 < √3 := by nlinarith [Real.sqrt_nonneg 3]
  have hab : |(1 : ℝ)| ≠ |-√3| := by
    rw [abs_one, abs_neg, abs_of_pos (by linarith)]
    exact hs.ne
  have hratio : |1 - -√3| / |1 + -√3| = 2 + √3 := by
    rw [abs_of_pos (by linarith), abs_of_neg (by linarith), div_eq_iff (by linarith)]
    linear_combination -h3
  have hK : |(1 : ℝ) ^ 2 - (-√3) ^ 2| = 2 := by
    rw [neg_sq, h3]
    norm_num
  rw [tunnelDim_eq_cosh hab, hK, optimalBoost, hratio, div_self two_ne_zero, one_mul]
  congr 1
  ring

/-- For the charges `1` and `-√3` the scaling dimension is `2` at zero boost and `1` at best,
and it lies below the disorder threshold `3/2` exactly in a window of boosts around the best one. -/
theorem twoThirds_relevance :
    tunnelDim 1 (-√3) 0 = 2 ∧ IsLeast (Set.range (tunnelDim 1 (-√3))) 1 ∧
      ∀ x, tunnelDim 1 (-√3) x < 3 / 2 ↔
        |2 * x - log (2 + √3)| < log ((3 + √5) / 2) := by
  have h3 : √3 ^ 2 = 3 := Real.sq_sqrt (by norm_num)
  have h5 : √5 ^ 2 = 5 := Real.sq_sqrt (by norm_num)
  have h5p := Real.sqrt_nonneg 5
  refine ⟨?_, ⟨⟨log (2 + √3) / 2, ?_⟩, ?_⟩, fun x => ?_⟩
  · rw [tunnelDim_eq, mul_zero, Real.cosh_zero, Real.sinh_zero]
    linear_combination h3 / 2
  · rw [twoThirds_dim, mul_div_cancel₀ _ (two_ne_zero), sub_self, Real.cosh_zero]
  · rintro _ ⟨x, rfl⟩
    rw [twoThirds_dim]
    exact Real.one_le_cosh _
  · -- the threshold is the hyperbolic cosine of the half-width
    have hpos : 0 < (3 + √5) / 2 := by linarith
    have hinv : ((3 + √5) / 2)⁻¹ = (3 - √5) / 2 :=
      inv_eq_of_mul_eq_one_right (by linear_combination -h5 / 4)
    have hc : cosh (log ((3 + √5) / 2)) = 3 / 2 := by
      rw [Real.cosh_eq, Real.exp_neg, Real.exp_log hpos, hinv]
      ring
    have hlog : 0 ≤ log ((3 + √5) / 2) := Real.log_nonneg (by linarith)
    rw [twoThirds_dim, ← hc, Real.cosh_lt_cosh, abs_of_nonneg hlog]

end

end HallEdgeTunnelling
```

```lean
#print axioms HallEdgeTunnelling.tunnelDim_of_couplings
#print axioms HallEdgeTunnelling.tunnelDim_minimum
#print axioms HallEdgeTunnelling.tunnelDim_eq_iff_charge_zero
#print axioms HallEdgeTunnelling.twoThirds_relevance
```

```
'HallEdgeTunnelling.tunnelDim_of_couplings' depends on axioms: [propext, Classical.choice, Quot.sound]
'HallEdgeTunnelling.tunnelDim_minimum' depends on axioms: [propext, Classical.choice, Quot.sound]
'HallEdgeTunnelling.tunnelDim_eq_iff_charge_zero' depends on axioms: [propext, Classical.choice, Quot.sound]
'HallEdgeTunnelling.twoThirds_relevance' depends on axioms: [propext, Classical.choice, Quot.sound]
```

## From the cross term to the relevance window

`decouples_iff` isolates the cross term by comparing the energy at $(P,Q)=(1,1)$ and $(1,-1)$. For the converse it supplies the energies of the two boosted unit densities as $w_1,w_2$. `tunnelDim_eq` is the double-angle step, and `tunnelDim_of_couplings` identifies the square root with $V/\cosh2x$.

`tunnelDim_eq_cosh` carries the main calculation. It expands both sides in exponentials and inserts $e^{2x_0}$; `h1` and `h2` then match the weights $(a+b)^2$ and $(a-b)^2$, and `linear_combination` adds them. `tunnelDim_minimum` follows from `Real.one_le_cosh` for the bound and `Real.one_lt_cosh` for uniqueness.

In `tunnelDim_eq_iff_charge_zero`, `hspin` is the conservation law, and a case split on the sign of $R^2-L^2$ shows which charge vanishes.

`twoThirds_dim` evaluates the prefactor and the ratio $2+\sqrt3$. `twoThirds_relevance` then writes 3/2 as a hyperbolic cosine, and `Real.cosh_lt_cosh` turns the comparison into one of absolute values, which is the window above.
